# No mixed binary periodic cell has the random pair correlation at every nonzero shift

Let a periodic cell have \(N\) sites, one per lattice point, each carrying a spin \(\sigma_i=\pm1\) for one of two species, and let \(m\) be the mean spin. Shifts \(r\) are counted modulo the translations that repeat the cell, so \(N-1\) of them are nonzero. The translation-averaged pair correlations \(\Pi(r)\) obey

\[
\sum_{r\ne0}\Pi(r)=Nm^2-1 .
\]

Hence \(\Pi(r)=m^2\) holds at every nonzero shift \(r\) exactly when all sites carry the same species. The value \(m^2\) is the expected pair product when sites are occupied independently with mean spin \(m\). For special quasirandom structures, which imitate a random alloy in a small supercell, this means that a mixed binary cell with one site per lattice point must miss the random pair value at some shift.

## The sum rule and its consequences

The sites form a finite abelian group \(G\), with addition modulo the supercell translations. Define

\[
m=\frac1N\sum_i\sigma_i,\qquad \Pi(r)=\frac1N\sum_i\sigma_i\sigma_{i+r}.
\]

For fixed \(i\), the site \(i+r\) runs once through the cell as \(r\) does, so

\[
\sum_r\Pi(r)=\frac1N\sum_i\sigma_i\sum_r\sigma_{i+r}=\frac{(Nm)^2}{N}=Nm^2 .
\]

Since \(\sigma_i^2=1\), \(\Pi(0)=1\); removing this term gives the sum rule. Subtracting \(m^2\) at each of the \(N-1\) nonzero shifts gives

\[
\sum_{r\ne0}\bigl(\Pi(r)-m^2\bigr)=Nm^2-1-(N-1)m^2=m^2-1 .
\]

If every deviation vanishes, then \(m^2=1\). The variance identity

\[
\sum_i(\sigma_i-m)^2=N-2Nm^2+Nm^2=N(1-m^2)
\]

then makes every spin equal to \(m\). Conversely, in a pure cell every product is 1, and \(\Pi(r)=1=m^2\). The same identity shows that a cell containing both species has \(m^2<1\).

Suppose a mixed cell matches \(m^2\) on a set \(S\) of nonzero shifts. The other \(N-1-|S|\) nonzero shifts carry the whole deficit \(1-m^2>0\), so there is at least one of them, and some \(r\) among them carries at least the average:

\[
m^2-\Pi(r)\ge\frac{1-m^2}{N-1-|S|}.
\]

Cauchy–Schwarz applied to the deviations gives

\[
(1-m^2)^2\le(N-1)\sum_{r\ne0}\bigl(\Pi(r)-m^2\bigr)^2 .
\]

Equality occurs for a single impurity, with spin \(-1\) at the origin and \(+1\) elsewhere. For \(r\ne0\), the product \(\sigma_i\sigma_{i+r}\) is \(-1\) only at the two distinct sites \(i=0\) and \(i=-r\). Thus \(\Pi(r)=(N-4)/N=1-4/N\), all deviations are equal, and Cauchy–Schwarz is an equality.

## Cells of four and two sites

On the ring \(\mathbb Z/4\), take the spins \(+,+,-,-\). Then \(m=0\), \(\Pi(1)=\Pi(3)=0\) and \(\Pi(2)=-1\). The sum is \(-1=4\cdot0-1\). Shifts 1 and 3 match the random value, and shift 2 carries the entire deficit.

The smallest mixed cell has two sites with opposite spins. Its mean is zero and its only nonzero shift has \(\Pi=-1\), in agreement with \(1-4/2\). For \(N=1\) there is no nonzero shift, and the cell is pure.

## Spins, mean and correlations in Lean

The type `G` is an arbitrary finite abelian group, which covers periodic cells with one site per lattice point in any dimension.

```lean
import Mathlib

open Finset

namespace QuasirandomSumRule

noncomputable section

variable {G : Type*} [AddCommGroup G] [Fintype G]
```

A configuration is a real function on `G`; the predicate `IsSpin` restricts its values to \(\pm1\).

```lean
/-- A binary alloy configuration: every site carries a spin `+1` or `-1`. -/
def IsSpin (σ : G → ℝ) : Prop := ∀ i, σ i = 1 ∨ σ i = -1
```

The mean belongs to the cell itself and is not a separately prescribed target composition.

```lean
/-- The mean spin of the periodic cell. -/
def meanSpin (σ : G → ℝ) : ℝ := (∑ i, σ i) / (Fintype.card G : ℝ)
```

Correlations are resolved by shift, without averaging over symmetry-equivalent directions. Shifts that differ by a supercell translation are the same element of `G`.

```lean
/-- The pair correlation at shift `r`, averaged over all translations of the cell. -/
def pairCorr (σ : G → ℝ) (r : G) : ℝ :=
  (∑ i, σ i * σ (i + r)) / (Fintype.card G : ℝ)
```

Two small facts support the algebra: \(N\ne0\), which permits division, and \(\sigma_i^2=1\).

```lean
/-- The number of sites, as a real number, is not zero. -/
lemma card_ne (G : Type*) [AddCommGroup G] [Fintype G] : (Fintype.card G : ℝ) ≠ 0 :=
  Nat.cast_ne_zero.mpr Fintype.card_ne_zero

omit [AddCommGroup G] [Fintype G] in
/-- The square of a spin is one. -/
lemma IsSpin.mul_self {σ : G → ℝ} (hσ : IsSpin σ) (i : G) : σ i * σ i = 1 := by
  rcases hσ i with h | h <;> rw [h] <;> norm_num
```

## Summing over all shifts

The next theorem holds for any real site variable. `Finset.sum_comm` exchanges the sums, and `Equiv.addLeft i` expresses that \(r\mapsto i+r\) is a bijection of the cell.

```lean
/-- Summed over all shifts, the pair correlations of any real site variable give `N m²`. -/
theorem sum_pairCorr (σ : G → ℝ) :
    ∑ r, pairCorr σ r = (Fintype.card G : ℝ) * meanSpin σ ^ 2 := by
  have hN := card_ne G
  -- for a fixed site `i`, the shifted site `i + r` runs once through the cell
  have h : ∑ r, ∑ i, σ i * σ (i + r) = (∑ i, σ i) * (∑ i, σ i) := by
    rw [Finset.sum_comm, Finset.sum_mul]
    refine Finset.sum_congr rfl fun i _ => ?_
    rw [← Finset.mul_sum]
    congr 1
    exact Equiv.sum_comp (Equiv.addLeft i) σ
  simp only [pairCorr, meanSpin]
  rw [← Finset.sum_div, h]
  field_simp
```

The spin condition enters at zero shift.

```lean
/-- At zero shift the pair correlation of a spin configuration is one. -/
theorem pairCorr_zero {σ : G → ℝ} (hσ : IsSpin σ) : pairCorr σ 0 = 1 := by
  simp only [pairCorr, add_zero]
  rw [Finset.sum_congr rfl (fun i _ => hσ.mul_self i), Finset.sum_const, Finset.card_univ,
    nsmul_eq_mul, mul_one, div_self (card_ne G)]
```

## Pure cells and the squared mean

In the forward direction \(m^2=1\) is already assumed, so each squared deviation is written as \(2-2m\sigma_i\). These sum to zero, and a vanishing sum of nonnegative terms forces each term to vanish. In the reverse direction the mean equals the spin at the origin.

```lean
/-- The squared mean spin equals one exactly when all sites carry the same species. -/
theorem meanSpin_sq_eq_one_iff {σ : G → ℝ} (hσ : IsSpin σ) :
    meanSpin σ ^ 2 = 1 ↔ ∀ i j, σ i = σ j := by
  have hN := card_ne G
  constructor
  · intro hm
    have hs : ∑ i, σ i = (Fintype.card G : ℝ) * meanSpin σ := by
      unfold meanSpin
      rw [mul_div_cancel₀ _ hN]
    -- since `m² = 1`, the squared deviations from the mean add up to zero
    have hv : ∑ i, (σ i - meanSpin σ) ^ 2 = 0 := by
      have e : ∀ i, (σ i - meanSpin σ) ^ 2 = 2 - 2 * meanSpin σ * σ i := fun i => by
        linear_combination hσ.mul_self i + hm
      rw [Finset.sum_congr rfl (fun i _ => e i), Finset.sum_sub_distrib, ← Finset.mul_sum, hs,
        Finset.sum_const, Finset.card_univ, nsmul_eq_mul]
      linear_combination (-2 * (Fintype.card G : ℝ)) * hm
    have key : ∀ i, σ i = meanSpin σ := fun i => by
      have h := (Finset.sum_eq_zero_iff_of_nonneg (fun i _ => sq_nonneg _)).mp hv i
        (Finset.mem_univ i)
      exact sub_eq_zero.mp (pow_eq_zero_iff two_ne_zero |>.mp h)
    intro i j
    rw [key i, key j]
  · intro h
    have hm : meanSpin σ = σ 0 := by
      unfold meanSpin
      rw [Finset.sum_congr rfl (fun i _ => h i 0), Finset.sum_const, Finset.card_univ,
        nsmul_eq_mul, mul_comm, mul_div_assoc, div_self hN, mul_one]
    rw [hm, pow_two, hσ.mul_self]
```

## Removing the zero shift

The set `univ.erase 0` contains the nonzero shifts. Its size is \(N-1\).

```lean
variable [DecidableEq G]

/-- There are `N - 1` nonzero shifts. -/
lemma card_shifts (G : Type*) [AddCommGroup G] [Fintype G] [DecidableEq G] :
    ((univ.erase (0 : G)).card : ℝ) = (Fintype.card G : ℝ) - 1 := by
  have h := Finset.card_erase_add_one (Finset.mem_univ (0 : G))
  rw [Finset.card_univ] at h
  have h' : ((univ.erase (0 : G)).card : ℝ) + 1 = (Fintype.card G : ℝ) := by exact_mod_cast h
  linarith
```

Splitting off the term at zero from the full sum gives the sum rule.

```lean
/-- Sum rule: over the nonzero shifts the pair correlations add up to `N m² - 1`. -/
theorem sum_rule {σ : G → ℝ} (hσ : IsSpin σ) :
    ∑ r ∈ univ.erase (0 : G), pairCorr σ r
      = (Fintype.card G : ℝ) * meanSpin σ ^ 2 - 1 := by
  have h := Finset.add_sum_erase univ (pairCorr σ) (Finset.mem_univ (0 : G))
  rw [sum_pairCorr, pairCorr_zero hσ] at h
  linarith
```

Subtracting the constant \(m^2\) from each term gives the total deviation.

```lean
/-- The deviations from the random value `m²` at nonzero shifts add up to `m² - 1`. -/
theorem sum_deviation {σ : G → ℝ} (hσ : IsSpin σ) :
    ∑ r ∈ univ.erase (0 : G), (pairCorr σ r - meanSpin σ ^ 2) = meanSpin σ ^ 2 - 1 := by
  rw [Finset.sum_sub_distrib, sum_rule hσ, Finset.sum_const, nsmul_eq_mul, card_shifts]
  ring
```

The equivalence combines this total with the characterisation of pure cells. For its converse, constancy of the spins turns \(\Pi(r)\) into \(\Pi(0)\).

```lean
/-- A periodic cell has the random pair correlation `m²` at every nonzero shift
if and only if all its sites carry the same species. -/
theorem matches_random_iff_pure {σ : G → ℝ} (hσ : IsSpin σ) :
    (∀ r ≠ 0, pairCorr σ r = meanSpin σ ^ 2) ↔ ∀ i j, σ i = σ j := by
  constructor
  · intro h
    have hd := sum_deviation hσ
    rw [Finset.sum_eq_zero (fun r hr => sub_eq_zero.mpr (h r (Finset.ne_of_mem_erase hr)))] at hd
    exact (meanSpin_sq_eq_one_iff hσ).mp (by linarith)
  · intro h r _
    have e : pairCorr σ r = pairCorr σ 0 := by
      unfold pairCorr
      congr 1
      exact Finset.sum_congr rfl fun i _ => by rw [h (i + r) (i + 0)]
    rw [e, pairCorr_zero hσ, (meanSpin_sq_eq_one_iff hσ).mpr h]
```

The mixed-cell statement follows, with mixing expressed by the hypothesis `hmix`, \(m^2<1\).

```lean
/-- No mixed cell, `m² < 1`, has the random pair correlation at every nonzero shift. -/
theorem no_perfect_quasirandom_cell {σ : G → ℝ} (hσ : IsSpin σ) (hmix : meanSpin σ ^ 2 < 1) :
    ¬ ∀ r ≠ 0, pairCorr σ r = meanSpin σ ^ 2 := fun h =>
  hmix.ne ((meanSpin_sq_eq_one_iff hσ).mpr ((matches_random_iff_pure hσ).mp h))
```

## The deficit outside a matched set

Here `S` is any set of nonzero shifts on which the match is exact. The conclusion is the averaged inequality above, multiplied through by \(N-1-|S|\). In the proof, `hT` places the deficit on the complement of `S`, `hc` counts that complement, and `hne` shows that it is nonempty. `Finset.exists_le_of_sum_le` then selects a shift carrying at least the average share.

```lean
/-- If a mixed cell has the random pair correlation on a set `S` of nonzero shifts, then at some
other nonzero shift `m² - Π(r)`, times the number `N - 1 - |S|` of other nonzero shifts,
is at least `1 - m²`. -/
theorem exists_compensating_shift {σ : G → ℝ} (hσ : IsSpin σ) (hmix : meanSpin σ ^ 2 < 1)
    (S : Finset G) (h0 : (0 : G) ∉ S) (hS : ∀ r ∈ S, pairCorr σ r = meanSpin σ ^ 2) :
    ∃ r, r ≠ 0 ∧ r ∉ S ∧ 1 - meanSpin σ ^ 2 ≤
      ((Fintype.card G : ℝ) - 1 - (S.card : ℝ)) * (meanSpin σ ^ 2 - pairCorr σ r) := by
  have hsub : S ⊆ univ.erase (0 : G) := fun r hr =>
    Finset.mem_erase.mpr ⟨fun h => h0 (h ▸ hr), Finset.mem_univ r⟩
  -- the deviations at the nonzero shifts outside `S` add up to `m² - 1`
  have hT : ∑ r ∈ univ.erase (0 : G) \ S, (pairCorr σ r - meanSpin σ ^ 2)
      = meanSpin σ ^ 2 - 1 := by
    have h := Finset.sum_sdiff (f := fun r => pairCorr σ r - meanSpin σ ^ 2) hsub
    rw [sum_deviation hσ, Finset.sum_eq_zero (fun r hr => sub_eq_zero.mpr (hS r hr))] at h
    linarith
  have hc : ((univ.erase (0 : G) \ S).card : ℝ) = (Fintype.card G : ℝ) - 1 - (S.card : ℝ) := by
    have h := Finset.card_sdiff_add_card_eq_card hsub
    have h' : ((univ.erase (0 : G) \ S).card : ℝ) + (S.card : ℝ)
        = ((univ.erase (0 : G)).card : ℝ) := by exact_mod_cast h
    rw [card_shifts] at h'
    linarith
  have hne : (univ.erase (0 : G) \ S).Nonempty := by
    rw [Finset.nonempty_iff_ne_empty]
    intro h
    rw [h, Finset.sum_empty] at hT
    linarith
  -- summed over these shifts, the left side of the claimed inequality is at most the right side
  have hle : ∑ _r ∈ univ.erase (0 : G) \ S, (1 - meanSpin σ ^ 2) ≤
      ∑ r ∈ univ.erase (0 : G) \ S, ((Fintype.card G : ℝ) - 1 - (S.card : ℝ)) *
        (meanSpin σ ^ 2 - pairCorr σ r) := by
    have hneg : ∑ r ∈ univ.erase (0 : G) \ S, (meanSpin σ ^ 2 - pairCorr σ r)
        = 1 - meanSpin σ ^ 2 := by
      rw [Finset.sum_sub_distrib] at hT ⊢
      linarith
    rw [← Finset.mul_sum, hneg, Finset.sum_const, nsmul_eq_mul, hc]
  obtain ⟨r, hr, h⟩ := Finset.exists_le_of_sum_le hne hle
  obtain ⟨hr1, hr2⟩ := Finset.mem_sdiff.mp hr
  exact ⟨r, Finset.ne_of_mem_erase hr1, hr2, h⟩
```

## The least-squares bound and a cell that attains it

Mathlib's `sq_sum_le_card_mul_sum_sq` is the required form of Cauchy–Schwarz; the known total deviation and the number of shifts are substituted into it.

```lean
/-- Least-squares bound: `N - 1` times the sum over nonzero shifts of the squared deviation from the
random pair correlation is at least `(1 - m²)²`. -/
theorem least_squares_bound {σ : G → ℝ} (hσ : IsSpin σ) :
    (1 - meanSpin σ ^ 2) ^ 2 ≤ ((Fintype.card G : ℝ) - 1) *
      ∑ r ∈ univ.erase (0 : G), (pairCorr σ r - meanSpin σ ^ 2) ^ 2 := by
  have h := sq_sum_le_card_mul_sum_sq (s := univ.erase (0 : G))
    (f := fun r => pairCorr σ r - meanSpin σ ^ 2)
  rw [sum_deviation hσ, card_shifts] at h
  linarith [h, sq_nonneg (1 - meanSpin σ ^ 2)]
```

The impurity cell is defined on every `G`.

```lean
/-- The cell with spin `-1` at the origin and `+1` at all other sites. -/
def singleImpurity (G : Type*) [AddCommGroup G] [DecidableEq G] : G → ℝ :=
  fun i => if i = 0 then -1 else 1
```

The identity `h` writes each product as 1, minus 2 if \(i=0\), minus 2 if \(i=-r\). The hypothesis \(r\ne0\) excludes the case where both conditions hold.

```lean
/-- The single-impurity cell has pair correlation `1 - 4/N` at every nonzero shift. -/
theorem pairCorr_singleImpurity {r : G} (hr : r ≠ 0) :
    pairCorr (singleImpurity G) r = 1 - 4 / (Fintype.card G : ℝ) := by
  have hN := card_ne G
  -- the product is `-1` only if one of the two sites is the impurity
  have h : ∀ i : G, singleImpurity G i * singleImpurity G (i + r)
      = 1 - (if i = 0 then (2 : ℝ) else 0) - (if i = -r then (2 : ℝ) else 0) := by
    intro i
    have hb : ¬ (i = 0 ∧ i = -r) := fun h => hr (neg_eq_zero.mp (h.2.symm.trans h.1))
    simp only [singleImpurity, ← eq_neg_iff_add_eq_zero]
    split_ifs <;> first
      | exact absurd ⟨‹i = 0›, ‹i = -r›⟩ hb
      | norm_num
  unfold pairCorr
  rw [Finset.sum_congr rfl (fun i _ => h i)]
  simp only [Finset.sum_sub_distrib, Finset.sum_ite_eq', Finset.mem_univ, if_true,
    Finset.sum_const, Finset.card_univ, nsmul_eq_mul, mul_one]
  field_simp
  ring
```

The last theorem states both that this cell is a spin configuration and that it gives equality. The proof replaces every correlation by the common value \(1-4/N\), so that the total deviation is \(N-1\) times a single term, and compares the squares.

```lean
/-- The single-impurity cell is a spin configuration and attains the least-squares bound with
equality, on every finite abelian group. -/
theorem least_squares_bound_sharp :
    IsSpin (singleImpurity G) ∧ (1 - meanSpin (singleImpurity G) ^ 2) ^ 2 =
      ((Fintype.card G : ℝ) - 1) * ∑ r ∈ univ.erase (0 : G),
        (pairCorr (singleImpurity G) r - meanSpin (singleImpurity G) ^ 2) ^ 2 := by
  have hσ : IsSpin (singleImpurity G) := fun i => by
    unfold singleImpurity
    split_ifs <;> simp
  refine ⟨hσ, ?_⟩
  -- all deviations are equal, which is the equality case of Cauchy-Schwarz
  have hd := sum_deviation hσ
  have e : ∀ r ∈ univ.erase (0 : G), pairCorr (singleImpurity G) r
      = 1 - 4 / (Fintype.card G : ℝ) := fun r hr =>
    pairCorr_singleImpurity (Finset.ne_of_mem_erase hr)
  rw [Finset.sum_congr rfl (fun r hr => by rw [e r hr]), Finset.sum_const, nsmul_eq_mul,
    card_shifts] at hd
  rw [Finset.sum_congr rfl (fun r hr => by rw [e r hr]), Finset.sum_const, nsmul_eq_mul,
    card_shifts, ← neg_sub (meanSpin (singleImpurity G) ^ 2) 1, ← hd]
  ring

end

end QuasirandomSumRule
```

```lean
#print axioms QuasirandomSumRule.no_perfect_quasirandom_cell
#print axioms QuasirandomSumRule.exists_compensating_shift
#print axioms QuasirandomSumRule.least_squares_bound
#print axioms QuasirandomSumRule.least_squares_bound_sharp
```

```
'QuasirandomSumRule.no_perfect_quasirandom_cell' depends on axioms: [propext, Classical.choice, Quot.sound]
'QuasirandomSumRule.exists_compensating_shift' depends on axioms: [propext, Classical.choice, Quot.sound]
'QuasirandomSumRule.least_squares_bound' depends on axioms: [propext, Classical.choice, Quot.sound]
'QuasirandomSumRule.least_squares_bound_sharp' depends on axioms: [propext, Classical.choice, Quot.sound]
```
